# A lower bound, in terms of the spin moment, on the model energy of two electrons in two orbitals with exchange

Two electrons are spread over two orbitals with bare energies 0 and d ≥ 0, each orbital having a spin-up and a spin-down state whose occupation is a real number between 0 and 1. The model energy is the sum of the occupied bare energies minus an exchange term I m²/4, where m is the number of up electrons minus the number of down electrons and I is any real number. The lemma states that this energy is at least d|m|/2 − I m²/4. The proof writes out the moment and the energy in terms of the four occupations, then shows that |m| is at most twice the occupation of the upper orbital. Multiplying that inequality by d gives the bound.

The first attempt, which Lean rejects:

```lean
import Mathlib

open Finset

namespace EnergyLowerBound

noncomputable section

/-- Occupation numbers of two orbitals (`0` lower, `1` upper), each with spin up (`true`)
and spin down (`false`). -/
abbrev Occupation := Fin 2 → Bool → ℝ

/-- The spin moment: number of up electrons minus number of down electrons. -/
def moment (n : Occupation) : ℝ := ∑ i, (n i true - n i false)

/-- The bare orbital energies `0` and `d`. -/
def bare (d : ℝ) (i : Fin 2) : ℝ := if i = 0 then 0 else d

/-- The total energy: band sum minus the exchange term `I m² / 4`. -/
def energy (d I : ℝ) (n : Occupation) : ℝ :=
  ∑ i, ∑ s, bare d i * n i s - I * moment n ^ 2 / 4

/-- Two electrons distributed over the spin orbitals, with occupations between 0 and 1. -/
def Admissible (n : Occupation) : Prop :=
  (∀ i s, 0 ≤ n i s ∧ n i s ≤ 1) ∧ ∑ i, ∑ s, n i s = 2

/-- For `d ≥ 0`, an admissible occupation of moment `m` has energy at least
`d |m| / 2 - I m² / 4`. -/
theorem energy_lower_bound {d : ℝ} (I : ℝ) (hd : 0 ≤ d) {n : Occupation}
    (hn : Admissible n) :
    d * |moment n| / 2 - I * moment n ^ 2 / 4 ≤ energy d I n := by
  obtain ⟨hb, hN⟩ := hn
  simp only [Fin.sum_univ_two, Fintype.sum_bool] at hN
  have hm : moment n = n 0 true - n 0 false + (n 1 true - n 1 false) := by
    simp [moment, Fin.sum_univ_two]
  have hE : energy d I n = d * (n 1 true + n 1 false) - I * moment n ^ 2 / 4 := by
    simp [energy, bare, Fin.sum_univ_two]
    ring
  -- a moment `m` forces at least `|m| / 2` electrons into the upper orbital
  have key : |moment n| ≤ 2 * (n 1 true + n 1 false) := by
    rw [abs_le]
    constructor <;>
      linarith [(hb 0 true).2, (hb 0 false).2, (hb 1 true).1, (hb 1 false).1]
  have := mul_le_mul_of_nonneg_left key hd
  rw [hE]
  linarith

end

end EnergyLowerBound
```

The compiler's answer:

```
Main.lean:34:72: error: unsolved goals
d I : ℝ
hd : 0 ≤ d
n : Occupation
hb : ∀ (i : Fin 2) (s : Bool), 0 ≤ n i s ∧ n i s ≤ 1
hN : n 0 true + n 0 false + (n 1 true + n 1 false) = 2
⊢ n 0 true + n 1 true - (n 0 false + n 1 false) = n 0 true - n 0 false + (n 1 true - n 1 false)
```

Diagnosis. The error is in `hm`, which writes the moment out as a sum of two differences, one for each orbital. Lean reports a goal that `simp` has left unsolved. Its two sides are equal, but the left is grouped by spin, all up occupations minus all down ones, while the right is grouped by orbital.

The regrouping comes from the default simp set, which `simp` uses along with the lemmas it is given. That set contains `Finset.sum_sub_distrib`, which turns a sum of differences into a difference of sums. Here it was applied before `Fin.sum_univ_two` could expand the original sum, so each of the two new sums was expanded separately. `simp` does not do the general rearrangement needed to match the two sides after that.

The repair replaces `simp` with `simp only`, which leaves out the default simp set and so does not split the sum. `moment` is unfolded, `Fin.sum_univ_two` expands its sum orbital by orbital, and the result is exactly the right-hand side, so the goal closes.

Fix (accepted with no message):

```diff
@@ -33,5 +33,5 @@
   simp only [Fin.sum_univ_two, Fintype.sum_bool] at hN
   have hm : moment n = n 0 true - n 0 false + (n 1 true - n 1 false) := by
-    simp [moment, Fin.sum_univ_two]
+    simp only [moment, Fin.sum_univ_two]
   have hE : energy d I n = d * (n 1 true + n 1 false) - I * moment n ^ 2 / 4 := by
     simp [energy, bare, Fin.sum_univ_two]
```
